# Equivariant linear layers on permuted scalar features have one independent weight per orbit of site pairs

Take two identical atoms, each carrying one real feature, and a linear layer given by a 2 × 2 matrix M. If swapping the atoms before the layer has the same effect as swapping them after it, then M(1,1) = M(2,2) and M(1,2) = M(2,1). Four weights become two, and the swap sorts the four ordered pairs of atoms into exactly two orbits.

I believe this is general: when a group G permutes a finite set X of sites, the matrices with M(gx,gy) = M(x,y) form a space whose dimension is the number of orbits of G on X × X. Can this be made rigorous and machine-checked, starting from how the layer acts on features?

## From commuting with permutations to counting orbits

Yes, and the output sites may form a different finite set Y, also permuted by G. Write e_x for the feature that is 1 at site x and 0 elsewhere. A symmetry operation g moves a feature f to

(P_g f)(x) = f(g⁻¹x),

and M is equivariant if M P_g f = P_g M f for all g and f. Put f = e_x. Since P_g e_x = e_{gx}, evaluating both sides at gy gives

M(gy,gx) = M(y,x).

Conversely, if the weights satisfy this, then with z = g⁻¹x

(M P_g f)(y) = Σ_x M(y,x) f(g⁻¹x)
= Σ_x M(g⁻¹y,g⁻¹x) f(g⁻¹x)
= Σ_z M(g⁻¹y,z) f(z)
= (P_g M f)(y).

So M is equivariant exactly when it is constant on each orbit of pairs. Choosing one real number per orbit is a linear bijection onto these matrices, and the dimension is the number of orbits.

If G is transitive on Y, fix an output site y₀. Every orbit contains a pair (y₀,x), and (y₀,x) and (y₀,x′) share an orbit exactly when an operation fixing y₀ carries x′ to x. The weights are then counted by the orbits of the stabiliser of y₀ on X.

Now let Y = X have at least two sites, and let G carry any ordered pair of distinct sites to any other. The off-diagonal pairs form one orbit. So do the diagonal ones: to carry p to x, choose q ≠ p and r ≠ x and carry (p,q) to (x,r). No operation mixes the two kinds. With b the off-diagonal weight and a + b the diagonal one,

(M f)(x) = a f(x) + b Σ_z f(z).

Conversely, every such layer is equivariant, because permuting the sites leaves the sum unchanged.

In the Lean file, `permute g f` is P_g f, and `equivariantLayers G Y X` is the subspace of real matrices, rows indexed by Y and columns by X, that commute with every `permute g`. `pairClass G y x` is the orbit of (y,x), and `Module.finrank` is the dimension. Both site sets are finite in the counting theorems; G need not be.

The model has one real scalar per site and fixed weights. It leaves out vector features that rotate, biases, nonlinearities and weights that depend on interatomic distances. Within those limits, it says how many independent parameters an equivariant linear layer in a machine-learned potential can have: two, for full permutation symmetry on two or more atoms.

Another model would define the space directly by M(gy,gx) = M(y,x), as in your question. The count would be the same and its proof shorter, but the link to transformed features would need a separate theorem.

```lean
import Mathlib

open Matrix

namespace EquivariantLayerCount

noncomputable section

variable {G Y X : Type*} [Group G] [MulAction G Y] [MulAction G X]

/-- The feature `f` on the sites after the symmetry operation `g` has moved the sites. -/
def permute (g : G) (f : X → ℝ) : X → ℝ := fun x => f (g⁻¹ • x)

variable (G Y X) in
/-- The linear layers from features on `X` to features on `Y` that commute with every
symmetry operation. -/
def equivariantLayers [Fintype X] : Submodule ℝ (Matrix Y X ℝ) where
  carrier := {M | ∀ (g : G) (f : X → ℝ), M *ᵥ permute g f = permute g (M *ᵥ f)}
  add_mem' := by
    intro A B hA hB g f
    rw [Matrix.add_mulVec, hA g f, hB g f, Matrix.add_mulVec]
    rfl
  zero_mem' := by
    intro g f
    rw [Matrix.zero_mulVec, Matrix.zero_mulVec]
    rfl
  smul_mem' := by
    intro c A hA g f
    rw [Matrix.smul_mulVec, hA g f, Matrix.smul_mulVec]
    rfl

variable (G) in
/-- The symmetry class of the pair formed by output site `y` and input site `x`. -/
def pairClass (y : Y) (x : X) : MulAction.orbitRel.Quotient G (Y × X) :=
  Quotient.mk (MulAction.orbitRel G (Y × X)) (y, x)

/-- Two site pairs are in the same class exactly when one symmetry operation carries
one pair to the other. -/
theorem pairClass_eq_iff {y y' : Y} {x x' : X} :
    pairClass G y x = pairClass G y' x' ↔ ∃ g : G, g • y' = y ∧ g • x' = x := by
  constructor
  · intro h
    have h' : (y, x) ∈ MulAction.orbit G (y', x') := Quotient.exact h
    obtain ⟨g, hg⟩ := h'
    exact ⟨g, congrArg Prod.fst hg, congrArg Prod.snd hg⟩
  · rintro ⟨g, h1, h2⟩
    have h' : (y, x) ∈ MulAction.orbit G (y', x') := ⟨g, Prod.ext h1 h2⟩
    exact Quotient.sound h'

/-- A layer is equivariant exactly when its weights agree on symmetry-related site pairs. -/
theorem mem_equivariantLayers_iff [Fintype X] (M : Matrix Y X ℝ) :
    M ∈ equivariantLayers G Y X ↔ ∀ (g : G) (y : Y) (x : X), M (g • y) (g • x) = M y x := by
  classical
  change (∀ (g : G) (f : X → ℝ), M *ᵥ permute g f = permute g (M *ᵥ f)) ↔ _
  constructor
  · intro h g y x
    -- test the layer on a feature localised at the single site `x`
    have key := congrFun (h g (Pi.single x 1)) (g • y)
    have hp : permute g (Pi.single x (1 : ℝ)) = Pi.single (g • x) 1 := by
      ext z
      simp only [permute, Pi.single_apply, inv_smul_eq_iff]
    rw [hp] at key
    simpa [permute, Matrix.mulVec_single_one] using key
  · intro h g f
    ext y
    -- relabel the input sites by `g⁻¹`
    change ∑ x, M y x * f (g⁻¹ • x) = ∑ x, M (g⁻¹ • y) x * f x
    refine Fintype.sum_equiv (MulAction.toPerm g⁻¹) _ _ fun x => ?_
    change M y x * f (g⁻¹ • x) = M (g⁻¹ • y) (g⁻¹ • x) * f (g⁻¹ • x)
    rw [h]

variable (G Y X) in
/-- Weight sharing: one free real weight for each class of site pairs parametrises the
equivariant layers linearly and bijectively. -/
def weightSharing [Fintype X] :
    (MulAction.orbitRel.Quotient G (Y × X) → ℝ) ≃ₗ[ℝ] equivariantLayers G Y X where
  toFun w := ⟨fun y x => w (pairClass G y x), (mem_equivariantLayers_iff _).2
    fun g _ _ => congrArg w (pairClass_eq_iff.2 ⟨g, rfl, rfl⟩)⟩
  map_add' _ _ := rfl
  map_smul' _ _ := rfl
  invFun M := Quotient.lift (fun p : Y × X => M.1 p.1 p.2) (by
    intro a b h
    have h' : a ∈ MulAction.orbit G b := h
    obtain ⟨g, rfl⟩ := h'
    exact (mem_equivariantLayers_iff M.1).1 M.2 g b.1 b.2)
  left_inv w := by
    funext c
    exact Quotient.inductionOn c fun _ => rfl
  right_inv _ := rfl

/-- The number of independent weights of an equivariant linear layer from `X` to `Y` is the
number of orbits of the symmetry group on site pairs. -/
theorem finrank_equivariantLayers [Fintype X] [Finite Y] :
    Module.finrank ℝ (equivariantLayers G Y X) =
      Nat.card (MulAction.orbitRel.Quotient G (Y × X)) := by
  have : Finite (MulAction.orbitRel.Quotient G (Y × X)) := Quotient.finite _
  have := Fintype.ofFinite (MulAction.orbitRel.Quotient G (Y × X))
  rw [← (weightSharing G Y X).finrank_eq, Module.finrank_fintype_fun_eq_card,
    Nat.card_eq_fintype_card]

/-- If all output sites are equivalent, the number of independent weights is the number of
orbits of input sites under the site symmetry group of one output site `y₀`. -/
theorem finrank_eq_card_stabilizer_orbits [Fintype X] [Finite Y]
    [MulAction.IsPretransitive G Y] (y₀ : Y) :
    Module.finrank ℝ (equivariantLayers G Y X) =
      Nat.card (MulAction.orbitRel.Quotient (MulAction.stabilizer G y₀) X) := by
  rw [finrank_equivariantLayers]
  symm
  -- send the class of `x` to the class of the pair `(y₀, x)`
  let φ : MulAction.orbitRel.Quotient (MulAction.stabilizer G y₀) X →
      MulAction.orbitRel.Quotient G (Y × X) :=
    Quotient.lift (fun x => pairClass G y₀ x) (by
      intro a b h
      have h' : a ∈ MulAction.orbit (MulAction.stabilizer G y₀) b := h
      obtain ⟨s, hs⟩ := h'
      exact pairClass_eq_iff.2 ⟨s.1, MulAction.mem_stabilizer_iff.1 s.2, hs⟩)
  refine Nat.card_eq_of_bijective φ ⟨?_, ?_⟩
  · intro a b
    refine Quotient.inductionOn₂ a b ?_
    intro x x' h
    obtain ⟨g, h1, h2⟩ := pairClass_eq_iff.1 h
    have h' : x ∈ MulAction.orbit (MulAction.stabilizer G y₀) x' :=
      ⟨⟨g, MulAction.mem_stabilizer_iff.2 h1⟩, h2⟩
    exact Quotient.sound h'
  · intro c
    refine Quotient.inductionOn c ?_
    rintro ⟨y, x⟩
    obtain ⟨g, hg⟩ := MulAction.exists_smul_eq G y y₀
    exact ⟨Quotient.mk _ (g • x), pairClass_eq_iff.2 ⟨g, hg, rfl⟩⟩

variable (G X) in
/-- Any ordered pair of distinct sites can be carried to any other such pair. -/
def DoublyTransitive : Prop :=
  ∀ x y x' y' : X, x ≠ y → x' ≠ y' → ∃ g : G, g • x = x' ∧ g • y = y'

/-- For a doubly transitive symmetry group the equivariant layers are exactly those that send `f` to
`a * f x + b * ∑ z, f z` at each site `x`, with the same real numbers `a` and `b` for every feature
`f` and every site. -/
theorem mem_iff_self_plus_pool [Fintype X] [Nontrivial X] (hG : DoublyTransitive G X)
    (M : Matrix X X ℝ) :
    M ∈ equivariantLayers G X X ↔
      ∃ a b : ℝ, ∀ (f : X → ℝ) (x : X), (M *ᵥ f) x = a * f x + b * ∑ z, f z := by
  classical
  constructor
  · intro h
    rw [mem_equivariantLayers_iff] at h
    obtain ⟨p, q, hpq⟩ := exists_pair_ne X
    -- all diagonal weights agree, and so do all off-diagonal ones
    have hM : ∀ x z, M x z = (if x = z then M p p - M p q else 0) + M p q := by
      intro x z
      by_cases hxz : x = z
      · subst hxz
        obtain ⟨r, hr⟩ := exists_ne x
        obtain ⟨g, h1, _⟩ := hG p q x r hpq hr.symm
        have := h g p p
        rw [h1] at this
        rw [if_pos rfl, this]
        ring
      · obtain ⟨g, h1, h2⟩ := hG p q x z hpq hxz
        have := h g p q
        rw [h1, h2] at this
        rw [if_neg hxz, this, zero_add]
    refine ⟨M p p - M p q, M p q, fun f x => ?_⟩
    change ∑ z, M x z * f z = _
    rw [Finset.sum_congr rfl fun z _ => by rw [hM x z, add_mul, ite_mul, zero_mul]]
    rw [Finset.sum_add_distrib, Finset.sum_ite_eq, if_pos (Finset.mem_univ x),
      Finset.mul_sum]
  · rintro ⟨a, b, h⟩ g f
    ext x
    -- the total over all sites does not change when the sites are permuted
    have hs : ∑ z, permute g f z = ∑ z, f z :=
      Equiv.sum_comp (MulAction.toPerm g⁻¹ : Equiv.Perm X) f
    change (M *ᵥ permute g f) x = (M *ᵥ f) (g⁻¹ • x)
    rw [h, h, hs]
    rfl

/-- A doubly transitive symmetry group on at least two sites leaves exactly two independent
weights. -/
theorem finrank_eq_two [Fintype X] [Nontrivial X] (hG : DoublyTransitive G X) :
    Module.finrank ℝ (equivariantLayers G X X) = 2 := by
  rw [finrank_equivariantLayers, Nat.card_eq_two_iff]
  obtain ⟨p, q, hpq⟩ := exists_pair_ne X
  refine ⟨pairClass G p p, pairClass G p q, ?_, ?_⟩
  · intro h
    obtain ⟨g, h1, h2⟩ := pairClass_eq_iff.1 h
    exact hpq (smul_left_cancel g (h1.trans h2.symm))
  · refine Set.eq_univ_of_forall fun c => ?_
    refine Quotient.inductionOn c ?_
    rintro ⟨x, z⟩
    by_cases hxz : x = z
    · subst hxz
      obtain ⟨r, hr⟩ := exists_ne x
      obtain ⟨g, h1, _⟩ := hG p q x r hpq hr.symm
      exact Or.inl (pairClass_eq_iff.2 ⟨g, h1, h1⟩)
    · obtain ⟨g, h1, h2⟩ := hG p q x z hpq hxz
      exact Or.inr (pairClass_eq_iff.2 ⟨g, h1, h2⟩)

/-- The group of all permutations of the sites is doubly transitive. -/
theorem doublyTransitive_perm_witness : DoublyTransitive (Equiv.Perm X) X := by
  classical
  intro x y x' y' hxy hxy'
  -- first bring `x` to `x'`, then correct the image of `y` without touching `x'`
  have hne : x' ≠ Equiv.swap x x' y := by
    intro h
    apply hxy
    apply (Equiv.swap x x').injective
    rw [Equiv.swap_apply_left]
    exact h
  refine ⟨Equiv.swap (Equiv.swap x x' y) y' * Equiv.swap x x', ?_, ?_⟩
  · rw [Equiv.Perm.smul_def, Equiv.Perm.mul_apply, Equiv.swap_apply_left,
      Equiv.swap_apply_of_ne_of_ne hne hxy']
  · rw [Equiv.Perm.smul_def, Equiv.Perm.mul_apply, Equiv.swap_apply_left]

/-- A linear layer on two or more atoms that is equivariant under all permutations of the
atoms has exactly two independent weights. -/
theorem finrank_identical_atoms [Fintype X] [Nontrivial X] :
    Module.finrank ℝ (equivariantLayers (Equiv.Perm X) X X) = 2 :=
  finrank_eq_two doublyTransitive_perm_witness

end

end EquivariantLayerCount
```

```lean
#print axioms EquivariantLayerCount.finrank_equivariantLayers
-- 'EquivariantLayerCount.finrank_equivariantLayers' depends on axioms: [propext, Classical.choice, Quot.sound]
#print axioms EquivariantLayerCount.finrank_eq_card_stabilizer_orbits
-- 'EquivariantLayerCount.finrank_eq_card_stabilizer_orbits' depends on axioms: [propext, Classical.choice, Quot.sound]
#print axioms EquivariantLayerCount.mem_iff_self_plus_pool
-- 'EquivariantLayerCount.mem_iff_self_plus_pool' depends on axioms: [propext, Classical.choice, Quot.sound]
#print axioms EquivariantLayerCount.finrank_identical_atoms
-- 'EquivariantLayerCount.finrank_identical_atoms' depends on axioms: [propext, Classical.choice, Quot.sound]
```

`mem_equivariantLayers_iff` tests on `Pi.single x 1`, which is e_x, and gets the converse by reindexing the sum with `Fintype.sum_equiv`. `weightSharing` is the linear bijection: its inverse reads a weight off any representative of an orbit, which is well defined by the previous theorem. `finrank_equivariantLayers` then compares dimensions.

In `finrank_eq_card_stabilizer_orbits`, the map `φ` sends the class of x to that of (y₀,x); the two bullets prove it injective and surjective. `mem_iff_self_plus_pool` splits diagonal from off-diagonal weights to find a and b, while `finrank_eq_two` shows that the two pair classes differ and exhaust all pairs.

For the full permutation group, `doublyTransitive_perm_witness` composes two swaps: the first brings x to x′, and the second corrects the image of y without moving x′. `finrank_identical_atoms` follows, with your two-atom matrix as its smallest case.
